# With the best constant scalar damping, the worst-case step count for symmetric linearized coupled-cluster equations grows as the inverse gap

A damped amplitude iteration can fail in two opposite ways. If the damping parameter, here the factor multiplying the residual in each update, is too large, the stiffest mode overshoots and its error grows. If it is too small, the softest mode hardly moves. As the gap closes, convergence becomes slow even with a good parameter, and the best possible rate shows how much of the slowness a better parameter could remove.

Write the linearized amplitude equations as $At=v$. Here $t$ is the vector of cluster amplitudes, $v$ is the source term from the reference state, and $A$ is a real symmetric map with eigenvalues in $[a,b]$. The lower end $a$ plays the role of the gap, and the upper end $b$ is held fixed as the gap closes. One update replaces $t$ by $t-w(At-v)$, with a single real number $w$ for all amplitudes and all steps.

In Lean 4 with Mathlib:

```lean
import Mathlib

open Filter Topology

namespace CoupledClusterGapClosing

noncomputable section
```

## Error factors at the ends of the spectrum

An error along an eigenvector with eigenvalue $\mu$ is multiplied by $1-w\mu$ in each update. The larger modulus at the two ends is

$$\rho(w)=\max(|1-wa|,\,|1-wb|).$$

In the code this is `worstFactor a b w`, defined for all real arguments.

```lean
/-- The larger of the error factors `|1 - w a|` and `|1 - w b|` at the two ends of the
spectrum, for damping parameter `w`. -/
def worstFactor (a b w : ℝ) : ℝ := max |1 - w * a| |1 - w * b|
```

For $0<a<b$, the best value of $\rho$ will turn out to be

$$q=\frac{b-a}{b+a}.$$

```lean
/-- The factor `q = (b - a) / (b + a)`, for `0 < a < b`. -/
def optimalFactor (a b : ℝ) : ℝ := (b - a) / (b + a)
```

Given a tolerance $e$ on the relative error, let $N$ be the least natural number $n$ with $q^n\le e$. This is `stepCount a b e`, an integer count, written as the infimum of a set of natural numbers.

```lean
/-- The smallest number of steps `n` with `q ^ n ≤ e`, for `0 < a < b` and tolerance `0 < e`. -/
def stepCount (a b e : ℝ) : ℕ := sInf {n : ℕ | optimalFactor a b ^ n ≤ e}
```

The amplitudes live in a real inner product space `E`, whose norm measures the error. The update is a function of $t$, and `(update A v w)^[n] t` is its $n$-fold application, written $t^{(n)}$ below, with $t^{(0)}=t$.

```lean
variable {E : Type*} [NormedAddCommGroup E] [InnerProductSpace ℝ E]

/-- One damped update of the amplitudes `t` for the linearized amplitude equations `A t = v`:
subtract `w` times the residual. -/
def update (A : E →ₗ[ℝ] E) (v : E) (w : ℝ) (t : E) : E := t - w • (A t - v)
```

## The error bound for every starting amplitude

Let $s$ solve the equations, so $As=v$. For $x=t-s$, one update gives

$$t-w(At-v)-s=x-wAx.$$

Expand $x=\sum_i c_iu_i$ in an orthonormal eigenbasis, $Au_i=\mu_iu_i$. Since $\mu_i$ lies between $a$ and $b$, the number $1-w\mu_i$ lies between $1-wa$ and $1-wb$, whatever the sign of $w$. Hence $|1-w\mu_i|\le\rho(w)$, and

$$\|x-wAx\|^2=\sum_i(1-w\mu_i)^2c_i^2\le\rho(w)^2\|x\|^2.$$

Repeating this $n$ times gives $\|t^{(n)}-s\|\le\rho(w)^n\|t-s\|$.

The theorem assumes finite dimension, symmetry (`hA`), the eigenvalue bounds (`hspec`) and a solution (`hs`). In the proof, `hi` is the bound on each mode, `hstep` is the one-step estimate, and the closing induction supplies the power.

```lean
/-- In finite dimension, if `A` is symmetric with all eigenvalues in `[a, b]` and `s` solves the
amplitude equations, then after `n` updates the distance to `s` is at most the `n`-th power of the
worst factor times the initial distance. -/
theorem amplitude_error_le [FiniteDimensional ℝ E] {A : E →ₗ[ℝ] E} (hA : A.IsSymmetric)
    {a b : ℝ} (hspec : ∀ μ : ℝ, Module.End.HasEigenvalue A μ → a ≤ μ ∧ μ ≤ b)
    {s v : E} (hs : A s = v) (w : ℝ) (t : E) (n : ℕ) :
    ‖(update A v w)^[n] t - s‖ ≤ worstFactor a b w ^ n * ‖t - s‖ := by
  have hW : 0 ≤ worstFactor a b w := (abs_nonneg _).trans (le_max_left _ _)
  -- a single step, in the eigenbasis of `A`
  have hstep : ∀ x : E, ‖x - w • A x‖ ≤ worstFactor a b w * ‖x‖ := by
    intro x
    obtain ⟨m, hm⟩ : ∃ m, Module.finrank ℝ E = m := ⟨_, rfl⟩
    let u := hA.eigenvectorBasis hm
    have hi : ∀ i, |1 - w * hA.eigenvalues hm i| ≤ worstFactor a b w := by
      intro i
      obtain ⟨h1, h2⟩ := hspec _ (hA.hasEigenvalue_eigenvalues hm i)
      change a ≤ hA.eigenvalues hm i at h1
      change hA.eigenvalues hm i ≤ b at h2
      unfold worstFactor
      rcases le_total 0 w with h | h
      · rw [max_comm]
        exact abs_le_max_abs_abs (by nlinarith) (by nlinarith)
      · exact abs_le_max_abs_abs (by nlinarith) (by nlinarith)
    refine (sq_le_sq₀ (norm_nonneg _) (mul_nonneg hW (norm_nonneg _))).1 ?_
    rw [mul_pow, ← u.repr.norm_map (x - w • A x), ← u.repr.norm_map x,
      EuclideanSpace.norm_sq_eq, EuclideanSpace.norm_sq_eq, Finset.mul_sum]
    refine Finset.sum_le_sum fun i _ => ?_
    have h : u.repr (A x) i = hA.eigenvalues hm i * u.repr x i :=
      hA.eigenvectorBasis_apply_self_apply hm x i
    have hc : u.repr (x - w • A x) i = (1 - w * hA.eigenvalues hm i) * u.repr x i := by
      simp only [map_sub, map_smul, PiLp.sub_apply, PiLp.smul_apply, smul_eq_mul]
      rw [h]
      ring
    rw [hc, norm_mul, mul_pow]
    exact mul_le_mul_of_nonneg_right (pow_le_pow_left₀ (norm_nonneg _) (hi i) 2) (sq_nonneg _)
  induction n with
  | zero => simp
  | succ n ih =>
    rw [Function.iterate_succ_apply']
    generalize (update A v w)^[n] t = y at ih ⊢
    have e : update A v w y - s = (y - s) - w • A (y - s) := by
      simp only [update, map_sub, hs]
      abel
    rw [e]
    calc _ ≤ worstFactor a b w * ‖y - s‖ := hstep _
      _ ≤ worstFactor a b w * (worstFactor a b w ^ n * ‖t - s‖) :=
          mul_le_mul_of_nonneg_left ih hW
      _ = _ := by ring
```

Without symmetry, the eigenvalue bounds alone do not give this estimate. Take $A=\begin{pmatrix}1&1\\0&1\end{pmatrix}$, whose only eigenvalue is $1$, and set $a=b=w=1$. Then $\rho(w)=0$, but the error $(0,1)$ becomes $(-1,0)$ after one step and has not shrunk at all. This matters for full coupled-cluster theory, where the Jacobian is in general not symmetric.

## A starting amplitude that attains the bound

Suppose $a$ and $b$ are themselves eigenvalues. Choose $\mu\in\{a,b\}$ with $|1-w\mu|=\rho(w)$, take an eigenvector $x\neq0$ for it, and start from $t=s+x$. If $t^{(n)}=s+(1-w\mu)^nx$, then

$$t^{(n+1)}=s+(1-w\mu)^nx-w\mu(1-w\mu)^nx=s+(1-w\mu)^{n+1}x.$$

Taking norms gives $\|t^{(n)}-s\|=\rho(w)^n\|t-s\|$ for every $n$, with one starting point serving all $n$. The induction is `hit`. Neither symmetry nor finite dimension is needed here.

```lean
/-- If `a` and `b` are eigenvalues of `A` and `s` solves the amplitude equations, some starting
amplitudes `t ≠ s` have an error whose norm is multiplied by exactly the worst factor each step. -/
theorem worst_mode_attained {A : E →ₗ[ℝ] E} {a b : ℝ} (ha : Module.End.HasEigenvalue A a)
    (hb : Module.End.HasEigenvalue A b) {s v : E} (hs : A s = v) (w : ℝ) :
    ∃ t, t ≠ s ∧ ∀ n : ℕ,
      ‖(update A v w)^[n] t - s‖ = worstFactor a b w ^ n * ‖t - s‖ := by
  obtain ⟨μ, hμ, hw⟩ : ∃ μ : ℝ, Module.End.HasEigenvalue A μ ∧
      worstFactor a b w = |1 - w * μ| := by
    rcases max_choice |1 - w * a| |1 - w * b| with h | h
    · exact ⟨a, ha, h⟩
    · exact ⟨b, hb, h⟩
  obtain ⟨x, hx⟩ := hμ.exists_hasEigenvector
  -- an error along an eigenvector stays along it
  have hit : ∀ n : ℕ, (update A v w)^[n] (s + x) = s + (1 - w * μ) ^ n • x := by
    intro n
    induction n with
    | zero => simp
    | succ n ih =>
      rw [Function.iterate_succ_apply', ih, update, map_add, map_smul, hs,
        hx.apply_eq_smul, pow_succ]
      module
  refine ⟨s + x, fun h => hx.2 (by simpa using h), fun n => ?_⟩
  rw [hit, add_sub_cancel_left, add_sub_cancel_left, norm_smul, norm_pow, hw, Real.norm_eq_abs]
```

## The unique best damping

Let $0<a<b$ and $W=2/(a+b)$. The two end factors are then opposite:

$$1-Wa=\frac{b-a}{a+b}=q,\qquad 1-Wb=\frac{a-b}{a+b}=-q,$$

so $\rho(W)=q$. If $w<W$, then $1-wa>1-Wa=q$. If $w>W$, then $wb-1>Wb-1=q$. In either case $\rho(w)>q$.

The theorem states both the value at $W$ and the strict inequality for every other real $w$, which makes the minimizer unique. The equations `h1` and `h2` are the two end factors, and the final case split treats $w$ on either side of $W$.

```lean
/-- For `0 < a < b` the damping `w = 2 / (a + b)` has worst factor `(b - a) / (b + a)`, and
every other real `w` has a strictly larger one. -/
theorem optimal_damping {a b : ℝ} (ha : 0 < a) (hab : a < b) :
    worstFactor a b (2 / (a + b)) = optimalFactor a b ∧
      ∀ w, w ≠ 2 / (a + b) → optimalFactor a b < worstFactor a b w := by
  have hb : 0 < b := ha.trans hab
  have hne : a + b ≠ 0 := by positivity
  have hq0 : 0 < optimalFactor a b := div_pos (by linarith) (by linarith)
  have hW : 2 / (a + b) * (a + b) = 2 := div_mul_cancel₀ _ hne
  have hq : optimalFactor a b * (a + b) = b - a := by
    rw [optimalFactor, add_comm b a]
    exact div_mul_cancel₀ _ hne
  generalize 2 / (a + b) = W at hW ⊢
  -- the two end factors are opposite
  have h1 : 1 - W * a = optimalFactor a b :=
    mul_right_cancel₀ hne (by linear_combination (-a) * hW - hq)
  have h2 : 1 - W * b = -optimalFactor a b :=
    mul_right_cancel₀ hne (by linear_combination (-b) * hW + hq)
  refine ⟨by rw [worstFactor, h1, h2, abs_neg, max_self, abs_of_pos hq0], fun w hw => ?_⟩
  unfold worstFactor
  rcases lt_or_gt_of_ne hw with h | h
  · have := mul_lt_mul_of_pos_right h ha
    exact lt_max_of_lt_left (lt_of_lt_of_le (by linarith) (le_abs_self _))
  · have := mul_lt_mul_of_pos_right h hb
    exact lt_max_of_lt_right (lt_of_lt_of_le (by linarith) (neg_le_abs _))
```

## The rate near a closed gap

Fix $b>0$ and regard $q$ as a function of $a$. Then $q(0)=1$ and

$$q'(a)=\frac{-(b+a)-(b-a)}{(b+a)^2}=\frac{-2b}{(b+a)^2},\qquad q'(0)=-\frac2b.$$

So $\log q$ vanishes at $a=0$ and has derivative $q'(0)/q(0)=-2/b$ there. Its difference quotient gives

$$\frac{\log q}{a}\to-\frac2b\qquad(a\to0^+).$$

The filter `𝓝[>] 0` expresses the approach through positive $a$. The proof obtains the derivative from the quotient rule (`h1`), applies the logarithm, and reads off the one-sided slope.

```lean
/-- For fixed `b > 0`, the ratio `log q / a` tends to `-2 / b` as the gap `a` closes. -/
theorem log_factor_slope {b : ℝ} (hb : 0 < b) :
    Tendsto (fun a => Real.log (optimalFactor a b) / a) (𝓝[>] 0) (𝓝 (-2 / b)) := by
  have h0 : optimalFactor 0 b = 1 := by simp [optimalFactor, hb.ne']
  have h1 : HasDerivAt (fun a => optimalFactor a b) (-2 / b) 0 := by
    have h := ((hasDerivAt_id' (0 : ℝ)).const_sub b).fun_div
      ((hasDerivAt_id' (0 : ℝ)).const_add b) (by simpa using hb.ne')
    refine h.congr_deriv ?_
    simp only [add_zero, sub_zero]
    rw [div_eq_div_iff (by positivity) (by positivity)]
    ring
  have h3 := (h1.log (by simp [h0])).tendsto_slope_zero_right
  simp only [zero_add, h0, Real.log_one, sub_zero, div_one, smul_eq_mul] at h3
  exact h3.congr fun a => by rw [div_eq_inv_mul]
```

For any real $L$, it follows that

$$\frac ab\,\frac{L}{\log q}=\frac Lb\left(\frac{\log q}{a}\right)^{-1}\to\frac Lb\left(-\frac b2\right)=-\frac L2.$$

With $L=\log e$ the limit is $\tfrac12\log(1/e)$. The proof inverts the preceding limit, which is nonzero, and multiplies by $L/b$.

```lean
/-- For fixed `b > 0` and any real `L`, the quantity `(a / b) (L / log q)` tends to `-L / 2`
as the gap `a` closes. -/
theorem scaled_log_ratio {b : ℝ} (hb : 0 < b) (L : ℝ) :
    Tendsto (fun a => a / b * (L / Real.log (optimalFactor a b))) (𝓝[>] 0) (𝓝 (-L / 2)) := by
  have h := ((log_factor_slope hb).inv₀ (div_ne_zero (by norm_num) hb.ne')).const_mul (L / b)
  have e : L / b * (-2 / b)⁻¹ = -L / 2 := by
    have e' : L / b * (b / (-2)) = b / b * (-L / 2) := by ring
    rw [inv_div, e', div_self hb.ne', one_mul]
  rw [e] at h
  exact h.congr fun a => by rw [inv_div]; ring
```

## From a real exponent to whole steps

Let $0<e<1$ and $0<a<b$. Then $0<q<1$, so $\log q<0$, and dividing by it reverses the inequality:

$$q^n\le e\iff n\log q\le\log e\iff n\ge y,\qquad y=\frac{\log e}{\log q}.$$

The least such integer satisfies $y\le N\le y+1$. Therefore

$$\frac ab\,y\le\frac ab\,N\le\frac ab\,y+\frac ab.$$

Since $a/b\to0$, both outer expressions tend to $\tfrac12\log(1/e)$. Hence $aN/b$ has the same limit.

In the proof, `hiff` is the chain of equivalences and `key` contains the two bounds on $N$. The bounds are needed only for $0<a<b$, which holds once $a$ is close enough to zero from the right.

```lean
/-- For fixed `b > 0` and tolerance `0 < e < 1`, the number of steps needed to bring `q ^ n`
down to `e`, multiplied by `a / b`, tends to `log (1 / e) / 2` as the gap `a` closes. -/
theorem stepCount_gap_closing {b e : ℝ} (hb : 0 < b) (he : 0 < e) (he1 : e < 1) :
    Tendsto (fun a => a / b * (stepCount a b e : ℝ)) (𝓝[>] 0) (𝓝 (Real.log (1 / e) / 2)) := by
  -- the integer count lies within one of the real solution of `q ^ x = e`
  have key : ∀ a ∈ Set.Ioo 0 b,
      Real.log e / Real.log (optimalFactor a b) ≤ stepCount a b e ∧
      (stepCount a b e : ℝ) ≤ Real.log e / Real.log (optimalFactor a b) + 1 := by
    rintro a ⟨ha, hab⟩
    have hq : 0 < optimalFactor a b := div_pos (by linarith) (by linarith)
    have hq1 : optimalFactor a b < 1 := (div_lt_one (by linarith)).2 (by linarith)
    have hl := Real.log_neg hq hq1
    have hiff : ∀ n : ℕ, optimalFactor a b ^ n ≤ e ↔
        Real.log e / Real.log (optimalFactor a b) ≤ n := by
      intro n
      rw [div_le_iff_of_neg hl, ← Real.log_pow, Real.log_le_log_iff (pow_pos hq n) he]
    have hx := div_nonneg_of_nonpos (Real.log_neg he he1).le hl.le
    have hmem := (hiff _).2 (Nat.le_ceil (Real.log e / Real.log (optimalFactor a b)))
    have hle : stepCount a b e ≤ ⌈Real.log e / Real.log (optimalFactor a b)⌉₊ :=
      Nat.sInf_le hmem
    have hin : optimalFactor a b ^ stepCount a b e ≤ e :=
      Nat.sInf_mem (s := {n : ℕ | optimalFactor a b ^ n ≤ e}) ⟨_, hmem⟩
    exact ⟨(hiff _).1 hin, (Nat.cast_le.2 hle).trans (Nat.ceil_lt_add_one hx).le⟩
  have hlow := scaled_log_ratio hb (Real.log e)
  have hz : Tendsto (fun a : ℝ => a / b) (𝓝[>] 0) (𝓝 0) := by
    have h : Tendsto (fun a : ℝ => a / b) (𝓝 0) (𝓝 (0 / b)) := tendsto_id.div_const b
    rw [zero_div] at h
    exact h.mono_left nhdsWithin_le_nhds
  have hup := hlow.add hz
  rw [add_zero] at hup
  rw [one_div, Real.log_inv]
  refine tendsto_of_tendsto_of_tendsto_of_le_of_le' hlow hup ?_ ?_
  · filter_upwards [Ioo_mem_nhdsGT hb] with a ha
    exact mul_le_mul_of_nonneg_left (key a ha).1 (div_pos ha.1 hb).le
  · filter_upwards [Ioo_mem_nhdsGT hb] with a ha
    have := mul_le_mul_of_nonneg_left (key a ha).2 (div_pos ha.1 hb).le
    linarith
```

For this linear, symmetric model with one scalar damping parameter, the count behaves as $N\approx\frac{b}{2a}\log(1/e)$ at small gap, so halving a small gap at fixed $b$ and $e$ roughly doubles the number of updates. By the two error theorems, $N$ updates at the best damping suffice from every start, and when $a$ and $b$ are eigenvalues some start needs all of them. Preconditioning by orbital-energy differences, or extrapolation from earlier iterates, changes the iteration and can change the count.

## Two uncoupled amplitudes

The smallest example with two distinct ends has two components, numbered $0$ and $1$ as in the code:

$$A(x_0,x_1)=(ax_0,\,bx_1).$$

```lean
/-- Two uncoupled amplitudes, multiplied by `a` and by `b`. -/
def twoModes (a b : ℝ) : EuclideanSpace ℝ (Fin 2) →ₗ[ℝ] EuclideanSpace ℝ (Fin 2) where
  toFun t := !₂[a * t 0, b * t 1]
  map_add' x y := by ext i; fin_cases i <;> simp [mul_add]
  map_smul' c x := by ext i; fin_cases i <;> simp [mul_left_comm]
```

This map is symmetric, since $\langle Ax,y\rangle=ax_0y_0+bx_1y_1=\langle x,Ay\rangle$. If $Ax=\mu x$, then $(\mu-a)x_0=0$ and $(\mu-b)x_1=0$, so a nonzero $x$ forces $\mu=a$ or $\mu=b$. Conversely, $(1,0)$ and $(0,1)$ are eigenvectors for $a$ and $b$. For $0<a<b$ the model therefore meets the spectral assumptions of both error theorems, and any $s$ is a solution once $v$ is set to $As$.

```lean
/-- The two-mode map is symmetric, and its eigenvalues are exactly `a` and `b`. -/
theorem twoModes_witness (a b : ℝ) : (twoModes a b).IsSymmetric ∧
    ∀ μ : ℝ, Module.End.HasEigenvalue (twoModes a b) μ ↔ μ = a ∨ μ = b := by
  refine ⟨fun x y => ?_, fun μ => ⟨fun h => ?_, ?_⟩⟩
  · simp [twoModes, PiLp.inner_apply, Fin.sum_univ_two]
    ring
  · obtain ⟨x, hx⟩ := h.exists_hasEigenvector
    have h0 : a * x 0 = μ * x 0 :=
      congrArg (fun t : EuclideanSpace ℝ (Fin 2) => t 0) hx.apply_eq_smul
    have h1 : b * x 1 = μ * x 1 :=
      congrArg (fun t : EuclideanSpace ℝ (Fin 2) => t 1) hx.apply_eq_smul
    by_contra hc
    rw [not_or] at hc
    have z0 : x 0 = 0 := (mul_eq_zero.1 (by linear_combination -h0 :
      (μ - a) * x 0 = 0)).resolve_left (sub_ne_zero.2 hc.1)
    have z1 : x 1 = 0 := (mul_eq_zero.1 (by linear_combination -h1 :
      (μ - b) * x 1 = 0)).resolve_left (sub_ne_zero.2 hc.2)
    exact hx.2 (by ext i; fin_cases i <;> simp [z0, z1])
  · rintro (rfl | rfl)
    · refine Module.End.hasEigenvalue_of_hasEigenvector (x := !₂[1, 0])
        ⟨Module.End.mem_eigenspace_iff.2 ?_, fun h => ?_⟩
      · ext i; fin_cases i <;> simp [twoModes]
      · simpa using congrArg (fun t : EuclideanSpace ℝ (Fin 2) => t 0) h
    · refine Module.End.hasEigenvalue_of_hasEigenvector (x := !₂[0, 1])
        ⟨Module.End.mem_eigenspace_iff.2 ?_, fun h => ?_⟩
      · ext i; fin_cases i <;> simp [twoModes]
      · simpa using congrArg (fun t : EuclideanSpace ℝ (Fin 2) => t 1) h

end

end CoupledClusterGapClosing
```

```lean
#print axioms CoupledClusterGapClosing.amplitude_error_le
-- 'CoupledClusterGapClosing.amplitude_error_le' depends on axioms: [propext, Classical.choice, Quot.sound]
#print axioms CoupledClusterGapClosing.worst_mode_attained
-- 'CoupledClusterGapClosing.worst_mode_attained' depends on axioms: [propext, Classical.choice, Quot.sound]
#print axioms CoupledClusterGapClosing.optimal_damping
-- 'CoupledClusterGapClosing.optimal_damping' depends on axioms: [propext, Classical.choice, Quot.sound]
#print axioms CoupledClusterGapClosing.stepCount_gap_closing
-- 'CoupledClusterGapClosing.stepCount_gap_closing' depends on axioms: [propext, Classical.choice, Quot.sound]
```
